# The sign correction in the Kabsch fit, for any dimension

In the plane, an orthogonal matrix of determinant \(-1\) is a reflection,
\[
R=\begin{pmatrix}\cos\theta&\sin\theta\\ \sin\theta&-\cos\theta\end{pmatrix}.
\]
For numbers \(s_0\ge s_1\ge 0\) this gives \(\operatorname{tr}(R\,\mathrm{diag}(s_0,s_1))=(s_0-s_1)\cos\theta\), which is at most \(s_0-s_1\). The bound is reached at \(\theta=0\), where \(R\) reverses the axis of the smaller number. A reflection has to reverse some direction, and that costs least where \(s\) is smallest.

The question arises when one molecular structure is rotated onto another with the least squared misfit. Let the columns of \(P\) and \(Q\) hold the atomic positions, and let \(PQ^T=U\,\mathrm{diag}(s)\,V^T\) be a singular value decomposition. The candidate \(VU^T\) is a rotation if \(\det U\det V=1\). If the product is \(-1\), it turns the molecule into its mirror image and has to be corrected. The theorems below treat this second case, with the decomposition given as a hypothesis.

## Orthogonal matrices, the mirror and the misfit

```lean
import Mathlib

open Matrix

namespace KabschAnyDimension

/-- A real square matrix is orthogonal when its transpose is a left inverse. -/
def IsOrtho {n : ℕ} (R : Matrix (Fin n) (Fin n) ℝ) : Prop := Rᵀ * R = 1
```

`Matrix (Fin n) (Fin n) ℝ` is the type of real \(n\times n\) matrices, with indices running from \(0\) to \(n-1\). `IsOrtho R` is the statement \(R^TR=1\).

```lean
/-- The mirror operation that reverses the last coordinate axis and keeps the others. -/
def flipLast (n : ℕ) : Matrix (Fin (n + 1)) (Fin (n + 1)) ℝ :=
  diagonal (fun i => if i = Fin.last n then -1 else 1)
```

This is \(F=\mathrm{diag}(1,\dots,1,-1)\). Its size is \(n+1\), so that a last axis always exists, and `Fin.last n` is the index \(n\) of that axis. From here on, the dimension of space is \(n+1\) wherever \(F\) appears, and the values are \(s_0,\dots,s_n\).

```lean
/-- The squared misfit between the cloud `P`, moved by `R`, and the target cloud `Q`;
each column holds the coordinates of one atom. -/
def misfit {n m : ℕ} (R : Matrix (Fin n) (Fin n) ℝ) (P Q : Matrix (Fin n) (Fin m) ℝ) : ℝ :=
  ∑ i, ∑ a, ((R * P) i a - Q i a) ^ 2
```

The misfit is \(\sum_{i,a}\big((RP)_{ia}-Q_{ia}\big)^2\), where \(i\) labels the coordinate and \(a\) the atom. All atoms have equal weight, and \(R\) turns the cloud about the origin. In practice both structures are usually first shifted so that their centroids lie at the origin; that step is left to the user.

```lean
/-- The product of two orthogonal matrices is orthogonal. -/
theorem IsOrtho.mul {n : ℕ} {A B : Matrix (Fin n) (Fin n) ℝ}
    (hA : IsOrtho A) (hB : IsOrtho B) : IsOrtho (A * B) := by
  unfold IsOrtho at *
  calc (A * B)ᵀ * (A * B) = Bᵀ * (Aᵀ * A) * B := by
        simp only [Matrix.transpose_mul, Matrix.mul_assoc]
    _ = 1 := by rw [hA, Matrix.mul_one, hB]

/-- The transpose of an orthogonal matrix is orthogonal. -/
theorem IsOrtho.transpose {n : ℕ} {A : Matrix (Fin n) (Fin n) ℝ}
    (hA : IsOrtho A) : IsOrtho Aᵀ := by
  unfold IsOrtho at *
  rw [Matrix.transpose_transpose]
  exact mul_eq_one_comm.mp hA
```

Products and transposes of orthogonal matrices are orthogonal. The first follows from \((AB)^TAB=B^T(A^TA)B=1\). The second holds because a left inverse of a square matrix is also a right inverse.

## An improper matrix reverses a direction

```lean
/-- For an orthogonal matrix of determinant -1 there is a unit vector `v` such that each
diagonal entry `R i i` is at most `1 - 2 (v i)²`. -/
theorem improper_diag_le {n : ℕ} {R : Matrix (Fin n) (Fin n) ℝ}
    (hR : IsOrtho R) (hd : R.det = -1) :
    ∃ v : Fin n → ℝ, ∑ i, v i * v i = 1 ∧ ∀ i, R i i ≤ 1 - 2 * v i ^ 2 := by
  unfold IsOrtho at hR
  -- `R + 1` is singular, so some vector is reversed by `R`
  have hdet : (R + 1).det = 0 := by
    have h1 : Rᵀ * (R + 1) = (R + 1)ᵀ := by
      rw [Matrix.mul_add, hR, Matrix.mul_one, Matrix.transpose_add, Matrix.transpose_one,
        add_comm]
    have h2 := congrArg Matrix.det h1
    rw [Matrix.det_mul, Matrix.det_transpose, Matrix.det_transpose, hd] at h2
    linarith
  obtain ⟨w, hw0, hw⟩ := Matrix.exists_mulVec_eq_zero_iff.mpr hdet
  rw [Matrix.add_mulVec, Matrix.one_mulVec] at hw
  have hRw : R *ᵥ w = -w := eq_neg_of_add_eq_zero_left hw
  -- normalise it
  have hc : 0 < w ⬝ᵥ w :=
    lt_of_le_of_ne (Finset.sum_nonneg fun i _ => mul_self_nonneg (w i))
      (fun h => hw0 (dotProduct_self_eq_zero.mp h.symm))
  obtain ⟨r, hr, hrc⟩ : ∃ r : ℝ, r ≠ 0 ∧ w ⬝ᵥ w = r * r :=
    ⟨√(w ⬝ᵥ w), (Real.sqrt_pos.mpr hc).ne', (Real.mul_self_sqrt hc.le).symm⟩
  obtain ⟨v, hv, hRv⟩ : ∃ v : Fin n → ℝ, v ⬝ᵥ v = 1 ∧ R *ᵥ v = -v := by
    refine ⟨r⁻¹ • w, ?_, ?_⟩
    · rw [smul_dotProduct, dotProduct_smul, hrc, smul_eq_mul, smul_eq_mul]
      field_simp
    · rw [Matrix.mulVec_smul, hRw, smul_neg]
  have hv' : ∑ j, v j * v j = 1 := hv
  have hRt : Rᵀ *ᵥ v = -v := by
    have h : Rᵀ *ᵥ (R *ᵥ v) = v := by rw [Matrix.mulVec_mulVec, hR, Matrix.one_mulVec]
    rw [hRv, Matrix.mulVec_neg] at h
    exact neg_eq_iff_eq_neg.mp h
  refine ⟨v, hv', fun i => ?_⟩
  have hi : ∑ j, R j i * v j = -v i := congrFun hRt i
  have hcol : ∑ j, R j i * R j i = 1 := by
    have h := congrFun (congrFun hR i) i
    rw [Matrix.mul_apply, Matrix.one_apply_eq] at h
    exact h
  -- undoing the reflection leaves columns of unit length
  have hsum : ∑ j, (R j i + 2 * v j * v i) ^ 2 = 1 := by
    calc ∑ j, (R j i + 2 * v j * v i) ^ 2
        = ∑ j, R j i * R j i + 4 * v i * ∑ j, R j i * v j
          + 4 * v i ^ 2 * ∑ j, v j * v j := by
          rw [Finset.mul_sum, Finset.mul_sum, ← Finset.sum_add_distrib,
            ← Finset.sum_add_distrib]
          exact Finset.sum_congr rfl (fun j _ => by ring)
      _ = 1 := by rw [hcol, hi, hv']; ring
  have hle : (R i i + 2 * v i * v i) ^ 2 ≤ ∑ j, (R j i + 2 * v j * v i) ^ 2 :=
    Finset.single_le_sum (f := fun j => (R j i + 2 * v j * v i) ^ 2)
      (fun j _ => sq_nonneg _) (Finset.mem_univ i)
  nlinarith [sq_nonneg (R i i + 2 * v i * v i - 1)]
```

The statement says that an orthogonal \(R\) with \(\det R=-1\) has a unit vector \(v\) with \(R_{ii}\le 1-2v_i^2\) for every \(i\).

By hand, start from \(R^T(R+1)=1+R^T=(R+1)^T\). Taking determinants gives \(-\det(R+1)=\det(R+1)\), so \(\det(R+1)=0\). Hence some \(w\ne0\) satisfies \(Rw=-w\), and dividing by its length gives a unit vector \(v\) with \(Rv=-v\). Applying \(R^T\) to this equation gives \(R^Tv=-v\).

Now undo the reflection by forming \(R(1-2vv^T)=R+2vv^T\). Its column \(i\) has squared length
\[
\sum_j(R_{ji}+2v_jv_i)^2=1+4v_i\sum_jR_{ji}v_j+4v_i^2\sum_jv_j^2=1-4v_i^2+4v_i^2=1 .
\]
No entry of a unit column exceeds 1, so \(R_{ii}+2v_i^2\le1\).

The Lean proof takes the same route. `hdet` is the vanishing determinant, `hRt` is \(R^Tv=-v\), and `hsum` is the column length. `Finset.single_le_sum` bounds one square by the whole sum. With \(x=R_{ii}+2v_i^2\), the closing `nlinarith` combines \(x^2\le1\) with \((x-1)^2\ge0\) to get \(x\le1\).

## The greatest trace

```lean
/-- The mirror `flipLast` is orthogonal with determinant -1, and its trace against `diag s`
is the sum of all `s i` with the sign of the last one reversed. -/
theorem flipLast_spec (n : ℕ) : IsOrtho (flipLast n) ∧ (flipLast n).det = -1 ∧
    ∀ s : Fin (n + 1) → ℝ, trace (flipLast n * diagonal s) =
      ∑ i : Fin n, s i.castSucc - s (Fin.last n) := by
  have h : ∀ i : Fin n, i.castSucc ≠ Fin.last n := fun i => (Fin.castSucc_lt_last i).ne
  refine ⟨?_, ?_, fun s => ?_⟩
  · unfold IsOrtho flipLast
    rw [Matrix.diagonal_transpose, Matrix.diagonal_mul_diagonal, ← Matrix.diagonal_one]
    congr 1
    funext i
    split_ifs <;> norm_num
  · rw [flipLast, Matrix.det_diagonal, Fin.prod_univ_castSucc]
    simp [h]
  · rw [flipLast, Matrix.diagonal_mul_diagonal, Matrix.trace_diagonal, Fin.sum_univ_castSucc]
    simp [h, sub_eq_add_neg]
```

The mirror \(F\) is orthogonal, has determinant \(-1\), and satisfies \(\operatorname{tr}(F\,\mathrm{diag}(s))=s_0+\dots+s_{n-1}-s_n\). In Lean, `i.castSucc` is an index \(i<n\) regarded as an index of the larger set, so the sum runs over all values but the last. Everything here is diagonal, and the proof splits the last factor or term from the others.

```lean
/-- For `s` in decreasing order and nonnegative, the greatest value of `tr (R diag s)` over
orthogonal `R` of determinant -1 is the sum of all `s i` but the last, minus the last. -/
theorem improper_trace_isGreatest {n : ℕ} {s : Fin (n + 1) → ℝ}
    (hs : Antitone s) (h0 : 0 ≤ s (Fin.last n)) :
    IsGreatest {t : ℝ | ∃ R : Matrix (Fin (n + 1)) (Fin (n + 1)) ℝ,
        IsOrtho R ∧ R.det = -1 ∧ trace (R * diagonal s) = t}
      (∑ i : Fin n, s i.castSucc - s (Fin.last n)) := by
  obtain ⟨hF, hFd, hFt⟩ := flipLast_spec n
  refine ⟨⟨flipLast n, hF, hFd, hFt s⟩, ?_⟩
  rintro t ⟨R, hR, hd, rfl⟩
  obtain ⟨v, hv, hdiag⟩ := improper_diag_le hR hd
  -- the reversed direction costs least when it lies along the smallest `s`
  calc trace (R * diagonal s) = ∑ i, R i i * s i := by
        simp [Matrix.trace, Matrix.mul_diagonal]
    _ ≤ ∑ i, (s i - 2 * s (Fin.last n) * (v i * v i)) := by
        refine Finset.sum_le_sum fun i _ => ?_
        have hl : s (Fin.last n) ≤ s i := hs (Fin.le_last i)
        have h1 := mul_le_mul_of_nonneg_right (hdiag i) (h0.trans hl)
        have h2 := mul_le_mul_of_nonneg_left hl (sq_nonneg (v i))
        nlinarith
    _ = ∑ i : Fin n, s i.castSucc - s (Fin.last n) := by
        rw [Finset.sum_sub_distrib, ← Finset.mul_sum, hv, Fin.sum_univ_castSucc]
        ring
```

`Antitone s` means \(s_0\ge s_1\ge\dots\ge s_n\), with equal values allowed. `IsGreatest` says two things: the number belongs to the set of attainable traces, and no member of the set is larger. The result is
\[
\max_{R^TR=1,\ \det R=-1}\operatorname{tr}(R\,\mathrm{diag}(s))=\sum_{i<n}s_i-s_n .
\]

The matrix \(F\) attains this value. For the bound, take \(v\) from the previous theorem:
\[
\sum_iR_{ii}s_i\le\sum_i(1-2v_i^2)s_i\le\sum_i(s_i-2s_nv_i^2)=\sum_is_i-2s_n .
\]
The first step uses \(s_i\ge0\), the second \(s_i\ge s_n\), and the last \(\sum_iv_i^2=1\). The `calc` block makes the first two steps at once, with `h1` and `h2` as their ingredients.

In one dimension, \(n=0\), the only candidate is \(R=(-1)\), and the formula gives \(-s_0\). If \(s_n=0\), as for a flat molecule in three dimensions whose plane contains the origin, the maximum is the full sum \(\sum_is_i\), and the reversal costs nothing.

## The corrected rotation

```lean
/-- Let `U`, `V` be orthogonal with `det U * det V = -1` and `s` decreasing and nonnegative.
Then `V F Uᵀ`, with `F` the mirror of the last axis, is a rotation, and it maximises
`tr (R U diag(s) Vᵀ)` over all rotations `R`, with the maximum as stated. -/
theorem kabsch_rotation {n : ℕ} {s : Fin (n + 1) → ℝ}
    {U V : Matrix (Fin (n + 1)) (Fin (n + 1)) ℝ} (hs : Antitone s) (h0 : 0 ≤ s (Fin.last n))
    (hU : IsOrtho U) (hV : IsOrtho V) (hUV : U.det * V.det = -1) :
    IsOrtho (V * flipLast n * Uᵀ) ∧ (V * flipLast n * Uᵀ).det = 1 ∧
    trace (V * flipLast n * Uᵀ * (U * diagonal s * Vᵀ)) =
      ∑ i : Fin n, s i.castSucc - s (Fin.last n) ∧
    ∀ R : Matrix (Fin (n + 1)) (Fin (n + 1)) ℝ, IsOrtho R → R.det = 1 →
      trace (R * (U * diagonal s * Vᵀ)) ≤ ∑ i : Fin n, s i.castSucc - s (Fin.last n) := by
  obtain ⟨hF, hFd, hFt⟩ := flipLast_spec n
  -- move `U` and `V` next to `R`, so that the other factor is `diagonal s`
  have key : ∀ R : Matrix (Fin (n + 1)) (Fin (n + 1)) ℝ,
      trace (R * (U * diagonal s * Vᵀ)) = trace (Vᵀ * R * U * diagonal s) := by
    intro R
    rw [show R * (U * diagonal s * Vᵀ) = (R * U * diagonal s) * Vᵀ by
      simp only [Matrix.mul_assoc], Matrix.trace_mul_comm]
    simp only [Matrix.mul_assoc]
  refine ⟨(hV.mul hF).mul hU.transpose, ?_, ?_, fun R hR hd => ?_⟩
  · rw [Matrix.det_mul, Matrix.det_mul, Matrix.det_transpose, hFd]
    linarith
  · have hU' : Uᵀ * U = 1 := hU
    have hV' : Vᵀ * V = 1 := hV
    rw [key, show Vᵀ * (V * flipLast n * Uᵀ) * U = (Vᵀ * V) * flipLast n * (Uᵀ * U) by
      simp only [Matrix.mul_assoc], hU', hV', Matrix.one_mul, Matrix.mul_one, hFt]
  · rw [key]
    refine (improper_trace_isGreatest hs h0).2
      ⟨Vᵀ * R * U, (hV.transpose.mul hR).mul hU, ?_, rfl⟩
    rw [Matrix.det_mul, Matrix.det_mul, Matrix.det_transpose, hd]
    linarith
```

The hypotheses are those of the mirror-image case: \(U\) and \(V\) are orthogonal with \(\det U\det V=-1\), and the values \(s_i\) are nonnegative and in decreasing order, so that \(F\) reverses the axis of the smallest one. The four conclusions, joined by `∧`, say that \(VFU^T\) is orthogonal, that its determinant is \(1\), that its trace against \(U\,\mathrm{diag}(s)\,V^T\) is \(\sum_{i<n}s_i-s_n\), and that no rotation gives a larger trace.

By cyclicity of the trace,
\[
\operatorname{tr}(R\,U\,\mathrm{diag}(s)\,V^T)=\operatorname{tr}(V^TRU\,\mathrm{diag}(s)),
\]
which is `key` in the proof. If \(R\) is a rotation, then \(V^TRU\) is orthogonal with determinant \(\det V\det U=-1\), so the previous maximum bounds the trace. For \(R=VFU^T\) the matrix \(V^TRU\) is \(F\) itself, which attains the bound. The determinant of \(VFU^T\) is \(\det V\cdot(-1)\cdot\det U=1\).

The theorem makes no claim of uniqueness. In the planar example with \(s_0=s_1\), every angle \(\theta\) gives the same trace.

## From the trace to the misfit

```lean
/-- For orthogonal `R` the misfit is `tr (P Pᵀ) + tr (Q Qᵀ)` minus twice the trace of `R P Qᵀ`. -/
theorem misfit_eq {n m : ℕ} {R : Matrix (Fin n) (Fin n) ℝ} (hR : IsOrtho R)
    (P Q : Matrix (Fin n) (Fin m) ℝ) :
    misfit R P Q = trace (P * Pᵀ) + trace (Q * Qᵀ) - 2 * trace (R * (P * Qᵀ)) := by
  have hR' : Rᵀ * R = 1 := hR
  have h : ∀ A B : Matrix (Fin n) (Fin m) ℝ,
      trace (A * Bᵀ) = ∑ i, ∑ a, A i a * B i a := by
    intro A B
    simp [Matrix.trace, Matrix.mul_apply]
  have h1 : trace (P * Pᵀ) = trace ((R * P) * (R * P)ᵀ) := by
    rw [Matrix.transpose_mul, show R * P * (Pᵀ * Rᵀ) = R * (P * Pᵀ * Rᵀ) by
      simp only [Matrix.mul_assoc], Matrix.trace_mul_comm R, Matrix.mul_assoc (P * Pᵀ), hR',
      Matrix.mul_one]
  rw [h1, ← Matrix.mul_assoc R P, h, h, h]
  simp only [misfit, Finset.mul_sum, ← Finset.sum_add_distrib, ← Finset.sum_sub_distrib]
  exact Finset.sum_congr rfl fun i _ => Finset.sum_congr rfl fun a _ => by ring
```

For orthogonal \(R\), expanding the square gives
\[
\operatorname{tr}(RPP^TR^T)+\operatorname{tr}(QQ^T)-2\operatorname{tr}(RPQ^T),
\]
and the first term equals \(\operatorname{tr}(PP^T)\) by cyclicity and \(R^TR=1\). Only the last term depends on \(R\), so a smaller misfit means a larger trace. In the proof, `h1` is the equality \(\operatorname{tr}(PP^T)=\operatorname{tr}(RPP^TR^T)\), and `h` writes each trace as a double sum, after which the summands are compared one by one.

```lean
/-- Kabsch fit: if `P Qᵀ = U diag(s) Vᵀ` with `U`, `V` orthogonal, `det U * det V = -1` and `s`
decreasing and nonnegative, then no rotation has a smaller misfit than `V F Uᵀ`, with `F` the
mirror of the last axis, and its misfit has the stated value. -/
theorem kabsch_fit {n m : ℕ} {s : Fin (n + 1) → ℝ}
    {U V : Matrix (Fin (n + 1)) (Fin (n + 1)) ℝ} {P Q : Matrix (Fin (n + 1)) (Fin m) ℝ}
    (hs : Antitone s) (h0 : 0 ≤ s (Fin.last n)) (hU : IsOrtho U) (hV : IsOrtho V)
    (hUV : U.det * V.det = -1) (hPQ : P * Qᵀ = U * diagonal s * Vᵀ) :
    misfit (V * flipLast n * Uᵀ) P Q = trace (P * Pᵀ) + trace (Q * Qᵀ)
      - 2 * (∑ i : Fin n, s i.castSucc - s (Fin.last n)) ∧
    ∀ R : Matrix (Fin (n + 1)) (Fin (n + 1)) ℝ, IsOrtho R → R.det = 1 →
      misfit (V * flipLast n * Uᵀ) P Q ≤ misfit R P Q := by
  obtain ⟨hO, _, ht, hmax⟩ := kabsch_rotation hs h0 hU hV hUV
  have hval := misfit_eq hO P Q
  rw [hPQ, ht] at hval
  refine ⟨hval, fun R hR hd => ?_⟩
  rw [hval, misfit_eq hR P Q, hPQ]
  linarith [hmax R hR hd]
```

If \(PQ^T=U\,\mathrm{diag}(s)\,V^T\) under the same conditions, then \(VFU^T\) has the misfit
\[
\operatorname{tr}(PP^T)+\operatorname{tr}(QQ^T)-2\Big(\sum_{i<n}s_i-s_n\Big),
\]
and no rotation does better. That \(VFU^T\) is itself a rotation was shown in `kabsch_rotation`. The proof inserts the trace value and the trace bound into the expansion of the misfit.

In simulation work this rule is one way to superpose trajectory frames before computing an RMSD. It is proved here for equally weighted atoms, a fixed origin and the case \(\det U\det V=-1\). Conventions differ between programs: with atoms in rows, or with \(QP^T\) decomposed in place of \(PQ^T\), the roles of \(U\) and \(V\) may be exchanged.

## A cloud that meets the conditions

```lean
/-- The values `s i = n + 1 - i` (with `i` from 0 to `n`), `U = 1`, `V = flipLast n`, the cloud
`P = diag s` and the target `Q = flipLast n` meet all hypotheses of `kabsch_fit`. -/
theorem kabsch_fit_witness (n : ℕ) :
    let s : Fin (n + 1) → ℝ := fun i => (n : ℝ) + 1 - ((i : ℕ) : ℝ)
    Antitone s ∧ 0 ≤ s (Fin.last n) ∧
    IsOrtho (1 : Matrix (Fin (n + 1)) (Fin (n + 1)) ℝ) ∧ IsOrtho (flipLast n) ∧
    (1 : Matrix (Fin (n + 1)) (Fin (n + 1)) ℝ).det * (flipLast n).det = -1 ∧
    diagonal s * (flipLast n)ᵀ = 1 * diagonal s * (flipLast n)ᵀ := by
  intro s
  obtain ⟨hF, hFd, _⟩ := flipLast_spec n
  refine ⟨fun i j hij => ?_, ?_, ?_, hF, ?_, ?_⟩
  · have h : ((i : ℕ) : ℝ) ≤ ((j : ℕ) : ℝ) := Nat.cast_le.mpr (Fin.le_def.mp hij)
    change (n : ℝ) + 1 - ((j : ℕ) : ℝ) ≤ (n : ℝ) + 1 - ((i : ℕ) : ℝ)
    linarith
  · change (0 : ℝ) ≤ (n : ℝ) + 1 - ((Fin.last n : ℕ) : ℝ)
    rw [Fin.val_last]
    linarith
  · unfold IsOrtho
    rw [Matrix.transpose_one, Matrix.one_mul]
  · rw [Matrix.det_one, hFd, one_mul]
  · rw [Matrix.one_mul]

end KabschAnyDimension
```

This theorem exhibits data for the fit in every dimension. It takes \(s_i=n+1-i\), \(U=1\), \(V=F\), \(P=\mathrm{diag}(s)\) and \(Q=F\). Atom \(i\) of the cloud lies on axis \(i\) at distance \(n+1-i\) from the origin. The target atoms lie at unit distance on the same axes, the last one on the negative side.

The corrected rotation is then \(VFU^T=F^2=1\), so the cloud is best left as it is. In the plane, \(P=\mathrm{diag}(2,1)\) and \(Q=\mathrm{diag}(1,-1)\) have the misfit \((2-1)^2+(1+1)^2=5\), and the formula gives \(5+2-2(2-1)=5\).

```lean
#print axioms KabschAnyDimension.kabsch_fit
```

```
'KabschAnyDimension.kabsch_fit' depends on axioms: [propext, Classical.choice, Quot.sound]
```
